# The Kramers counter commutes with a time-reversal symmetric Hamiltonian only if the barred–unbarred block vanishes

After a Kramers-restricted two-component code has diagonalised its one-electron matrix, a post-processing step may label each spinor "unbarred" or "barred" by its weight on the two halves of the basis, and treat the label as it would treat $\alpha$ and $\beta$ spin. A related shortcut diagonalises only the unbarred block. Both steps rely on the matrix commuting with the operator that counts unbarred minus barred weight. For a time-reversal symmetric one-particle matrix in a finite orthonormal basis of Kramers pairs, this holds exactly when the block coupling the two halves is zero.

## The identity

Take $N$ Kramers pairs. A spinor is $\psi=(u,v)$ with $u,v\in\mathbb C^N$, the coefficients on the unbarred and the barred functions. An overbar on a number, vector or matrix is entrywise complex conjugation. With $N\times N$ complex blocks $A$ and $B$,

$$T(u,v)=(-\bar v,\bar u),\qquad H(A,B)=\begin{pmatrix}A&B\\-\bar B&\bar A\end{pmatrix},\qquad K=\begin{pmatrix}1&0\\0&-1\end{pmatrix}.$$

$T$ is time reversal, which is antilinear, and $K$ is the Kramers counter. For $\psi\neq0$ its expectation value is $\langle K\rangle=\psi^\dagger K\psi/\psi^\dagger\psi$. Writing $H$ for $H(A,B)$,

$$HK-KH=\begin{pmatrix}0&-2B\\-2\bar B&0\end{pmatrix}.$$

So $H$ commutes with $K$ if and only if $B=0$. For a Hermitian $H$ this is automatic when $N=1$. For $A=\varepsilon\,1$ with real $\varepsilon$, and $B$ antisymmetric with $\det B\neq0$, every eigenvector of $H$ has $\langle K\rangle=0$ and none is an eigenvector of $K$.

## Where a code relies on it

A Kramers-restricted code can store $A$ and $B$ alone and rebuild the lower blocks from them. The stored blocks give a Hermitian matrix exactly when $A^\dagger=A$ and $B^{\mathsf T}=-B$, so the diagonal of $B$ is zero and one triangle determines it. If the pairs are $\chi_j\alpha$, $\chi_j\beta$ with real orthonormal spatial functions $\chi_j$, then $K$ is the Pauli matrix $\sigma_z$, and $B$ is the $\alpha\beta$ block, which the $\sigma_x$ and $\sigma_y$ terms of the spin–orbit coupling can make nonzero. A run-time test of the commutation needs only $B$: in the Frobenius norm the identity gives $\|HK-KH\|_F=2\sqrt2\,\|B\|_F$. For the labelling step $B=0$ is necessary but not sufficient: if $B=0$, $A$ is Hermitian and $Au=\lambda u$, then $(u,0)$ and $(0,\bar u)$ share the eigenvalue $\lambda$, and an eigensolver may return a mixture such as $(u,\bar u)/\sqrt2$, which has $\langle K\rangle=0$. A Hermitian test case with a single pair has $B=0$, so it takes at least two pairs to exercise the coupling.

## Derivation

1. Block form. Let $M=\begin{pmatrix}A&B\\C&D\end{pmatrix}$ commute with $T$, and let $e_j$ be the $j$-th unit vector of $\mathbb C^N$. Since $T(e_j,0)=(0,e_j)$, one side is $MT(e_j,0)=(Be_j,De_j)$ and the other is $TM(e_j,0)=T(Ae_j,Ce_j)=(-\bar Ce_j,\bar Ae_j)$. Hence $C=-\bar B$ and $D=\bar A$. Conversely, $HT(u,v)$ and $TH(u,v)$ both equal $(B\bar u-A\bar v,\ \bar A\bar u+\bar B\bar v)$.

2. Hermiticity. $H^\dagger=\begin{pmatrix}A^\dagger&-B^{\mathsf T}\\B^\dagger&A^{\mathsf T}\end{pmatrix}$. The upper row equals that of $H$ when $A^\dagger=A$ and $B^{\mathsf T}=-B$, and the lower row gives the complex conjugates of these two conditions.

3. Commutator. $HK=\begin{pmatrix}A&-B\\-\bar B&-\bar A\end{pmatrix}$ and $KH=\begin{pmatrix}A&B\\\bar B&-\bar A\end{pmatrix}$. The difference is the identity above.

4. One pair. $B$ is a number $b$, antisymmetry reads $b=-b$, and so $b=0$.

5. Anticommuting lemma. Let $M$ be Hermitian, $KM=-MK$ and $M\psi=\nu\psi$ with $\nu\neq0$. For $\psi=0$ there is nothing to show. Otherwise $\psi^\dagger M=(M\psi)^\dagger=\bar\nu\psi^\dagger$, so $\nu\,\psi^\dagger\psi=\psi^\dagger M\psi=\bar\nu\,\psi^\dagger\psi$ and $\nu$ is real. With $k=\psi^\dagger K\psi$, letting $M$ act to the left gives $\psi^\dagger MK\psi=\nu k$ and letting it act to the right gives $\psi^\dagger KM\psi=\nu k$. Anticommutation turns this into $\nu k=-\nu k$, so $k=0$.

6. Scalar $A$. For real $\varepsilon$, $H(\varepsilon 1,B)=\varepsilon 1+H_0$ with $H_0=H(0,B)$, so $H\psi=\mu\psi$ becomes $H_0\psi=(\mu-\varepsilon)\psi$. If $\mu=\varepsilon$, then $Bv=0$ and $\bar Bu=0$. Because $\det B\neq0$ and $\det\bar B=\overline{\det B}\neq0$, this forces $\psi=0$. If $\mu\neq\varepsilon$, step 5 applies, since $H_0$ is Hermitian by step 2 and the products of step 3 with $A=0$ give $KH_0=-H_0K$.

7. No common eigenvector. If also $K\psi=\kappa\psi$ with $\psi\neq0$, then $0=\psi^\dagger K\psi=\kappa\,\psi^\dagger\psi$, so $\kappa=0$. But $K^2=1$ then gives $\psi=K(K\psi)=0$, a contradiction.

8. Two pairs, indexed 0 and 1. Take $A=0$ and $B_{01}=1$, $B_{10}=-1$, with $\det B=1$. In the order $(u_0,u_1,v_0,v_1)$,

$$H=\begin{pmatrix}0&0&0&1\\0&0&-1&0\\0&-1&0&0\\1&0&0&0\end{pmatrix}.$$

The vector $(1,0,0,1)$ has eigenvalue 1. Normalised it is $(1,0,0,1)/\sqrt2$, with weight $1/2$ on each half and $\langle K\rangle=0$.

## The Lean file

```lean
import Mathlib

open Matrix Sum
open scoped ComplexOrder

namespace KramersCounter

variable {n : Type*} [Fintype n] [DecidableEq n]

/-- Time reversal on spinors over Kramers pairs: `(u, v) ↦ (-conj v, conj u)`. -/
def timeRev (ψ : n ⊕ n → ℂ) : n ⊕ n → ℂ :=
  Sum.elim (fun i => -star (ψ (inr i))) (fun i => star (ψ (inl i)))

/-- A matrix is time-reversal symmetric if it commutes with time reversal on all spinors. -/
def TRSymmetric (M : Matrix (n ⊕ n) (n ⊕ n) ℂ) : Prop :=
  ∀ ψ, M *ᵥ timeRev ψ = timeRev (M *ᵥ ψ)

/-- The block matrix `[[A, B], [-conj B, conj A]]` in a Kramers-paired basis. -/
def kramersH (A B : Matrix n n ℂ) : Matrix (n ⊕ n) (n ⊕ n) ℂ :=
  fromBlocks A B (-B.map star) (A.map star)

/-- The Kramers counter: `+1` on unbarred and `-1` on barred basis functions. -/
def kramersK (n : Type*) [DecidableEq n] : Matrix (n ⊕ n) (n ⊕ n) ℂ :=
  fromBlocks 1 0 0 (-1)

/-- The unnormalised expectation value `ψ† O ψ`. -/
def expval {m : Type*} [Fintype m] (O : Matrix m m ℂ) (ψ : m → ℂ) : ℂ :=
  star ψ ⬝ᵥ O *ᵥ ψ

/-- A matrix is time-reversal symmetric iff it has the form `[[A, B], [-conj B, conj A]]`. -/
theorem trSymmetric_iff (M : Matrix (n ⊕ n) (n ⊕ n) ℂ) :
    TRSymmetric M ↔ ∃ A B, M = kramersH A B := by
  constructor
  · intro h
    have hs : ∀ j i, (M *ᵥ (Pi.single j 1 : n ⊕ n → ℂ)) i = M i j := by
      intro j i
      simp [mulVec, dotProduct, Pi.single_apply]
    -- time reversal sends an unbarred basis vector to its barred partner
    have e1 : ∀ j : n, timeRev (Pi.single (inl j) 1 : n ⊕ n → ℂ)
        = (Pi.single (inr j) 1 : n ⊕ n → ℂ) := by
      intro j
      funext k
      rcases k with k | k <;> by_cases hk : k = j <;> simp [timeRev, Pi.single_apply, hk]
    have k0 : ∀ j i, M i (inr j) = timeRev (M *ᵥ (Pi.single (inl j) 1 : n ⊕ n → ℂ)) i := by
      intro j i
      rw [← h, e1, hs]
    refine ⟨M.toBlocks₁₁, M.toBlocks₁₂, ?_⟩
    ext (i | i) (j | j)
    · rfl
    · rfl
    · show M (inr i) (inl j) = -star (M (inl i) (inr j))
      rw [k0 j (inl i)]
      simp only [timeRev, Sum.elim_inl, hs, star_neg, star_star, neg_neg]
    · show M (inr i) (inr j) = star (M (inl i) (inl j))
      rw [k0 j (inr i)]
      simp only [timeRev, Sum.elim_inr, hs]
  · rintro ⟨A, B, rfl⟩ ψ
    funext k
    rcases k with i | i <;>
      simp [timeRev, kramersH, mulVec, dotProduct, Fintype.sum_sum_type]
    ring

omit [Fintype n] [DecidableEq n] in
/-- The block matrix is Hermitian iff `A` is Hermitian and `B` is antisymmetric. -/
theorem isHermitian_iff (A B : Matrix n n ℂ) :
    (kramersH A B).IsHermitian ↔ A.IsHermitian ∧ Bᵀ = -B := by
  constructor
  · intro h
    refine ⟨IsHermitian.ext fun i j => h.apply (inl i) (inl j), ?_⟩
    ext i j
    have h1 : star (-star (B i j)) = B j i := h.apply (inl j) (inr i)
    show B j i = -B i j
    rw [← h1, star_neg, star_star]
  · rintro ⟨hA, hB⟩
    have hb : ∀ i j, B j i = -B i j := fun i j => congrFun (congrFun hB i) j
    apply IsHermitian.ext
    rintro (i | i) (j | j)
    · exact hA.apply i j
    · show star (-star (B j i)) = B i j
      rw [star_neg, star_star, hb i j, neg_neg]
    · show star (B j i) = -star (B i j)
      exact (congrArg star (hb i j)).trans (star_neg _)
    · show star (star (A j i)) = star (A i j)
      exact congrArg star (hA.apply i j)

/-- The commutator `H K - K H` equals `[[0, -2B], [-2 conj B, 0]]`. -/
theorem commutator (A B : Matrix n n ℂ) :
    kramersH A B * kramersK n - kramersK n * kramersH A B
      = fromBlocks 0 ((-2 : ℂ) • B) ((-2 : ℂ) • B.map star) 0 := by
  simp only [kramersH, kramersK, fromBlocks_multiply]
  ext (i | i) (j | j) <;> simp <;> ring

/-- The block matrix commutes with the Kramers counter iff the block `B` vanishes. -/
theorem commute_iff (A B : Matrix n n ℂ) :
    Commute (kramersH A B) (kramersK n) ↔ B = 0 := by
  constructor
  · intro h
    have hc := commutator A B
    rw [h.eq, sub_self] at hc
    ext i j
    have h1 : (0 : ℂ) = -2 * B i j := congrFun (congrFun hc (inl i)) (inr j)
    show B i j = 0
    linear_combination (1 / 2) * h1
  · rintro rfl
    apply sub_eq_zero.mp
    rw [commutator]
    ext (i | i) (j | j) <;> simp

/-- For a single Kramers pair every Hermitian time-reversal symmetric matrix commutes with
the Kramers counter. -/
theorem commute_one_pair (M : Matrix (Fin 1 ⊕ Fin 1) (Fin 1 ⊕ Fin 1) ℂ)
    (hT : TRSymmetric M) (hM : M.IsHermitian) : Commute M (kramersK (Fin 1)) := by
  obtain ⟨A, B, rfl⟩ := (trSymmetric_iff M).mp hT
  have hB := ((isHermitian_iff A B).mp hM).2
  rw [commute_iff]
  ext i j
  obtain rfl : i = j := Subsingleton.elim i j
  have h1 : B i i = -B i i := congrFun (congrFun hB i) i
  show B i i = 0
  linear_combination (1 / 2) * h1

/-- If `K` anticommutes with a Hermitian `M` and `M ψ = ν ψ` with `ν ≠ 0`, then `ψ† K ψ = 0`. -/
theorem expval_eq_zero_of_anticomm {m : Type*} [Fintype m] {M K : Matrix m m ℂ}
    (hM : M.IsHermitian) (hK : K * M = -(M * K)) {ψ : m → ℂ} {ν : ℂ}
    (hψ : M *ᵥ ψ = ν • ψ) (hν : ν ≠ 0) : expval K ψ = 0 := by
  unfold expval
  by_cases h0 : ψ = 0
  · simp [h0]
  have hl : star ψ ᵥ* M = star ν • star ψ := by
    have h1 := star_mulVec M ψ
    rw [hM.eq, hψ, star_smul] at h1
    exact h1.symm
  have adj : ∀ φ, star ψ ⬝ᵥ M *ᵥ φ = star ν * (star ψ ⬝ᵥ φ) := by
    intro φ
    rw [dotProduct_mulVec, hl, smul_dotProduct, smul_eq_mul]
  -- the eigenvalue is real
  have hreal : ν = star ν := by
    have h1 := adj ψ
    rw [hψ, dotProduct_smul, smul_eq_mul] at h1
    exact mul_right_cancel₀ (fun h => h0 (dotProduct_star_self_eq_zero.mp h)) h1
  -- let M act to the left and to the right
  have h2 := adj (K *ᵥ ψ)
  rw [mulVec_mulVec, ← hreal] at h2
  have h3 : star ψ ⬝ᵥ (K * M) *ᵥ ψ = ν * (star ψ ⬝ᵥ K *ᵥ ψ) := by
    rw [← mulVec_mulVec, hψ, mulVec_smul, dotProduct_smul, smul_eq_mul]
  rw [hK, neg_mulVec, dotProduct_neg, h2] at h3
  have h4 : ν * (star ψ ⬝ᵥ K *ᵥ ψ) = 0 := by linear_combination (-1 / 2) * h3
  exact (mul_eq_zero.mp h4).resolve_left hν

/-- For `A = ε·1` with real `ε` and `B` antisymmetric with nonzero determinant, every solution
of `H ψ = μ ψ` has `ψ† K ψ = 0`. -/
theorem expval_counter_eq_zero (ε : ℝ) {B : Matrix n n ℂ} (hB : Bᵀ = -B) (hdet : B.det ≠ 0)
    {ψ : n ⊕ n → ℂ} {μ : ℂ} (h : kramersH ((ε : ℂ) • 1) B *ᵥ ψ = μ • ψ) :
    expval (kramersK n) ψ = 0 := by
  have hsplit : kramersH ((ε : ℂ) • 1) B = (ε : ℂ) • 1 + kramersH 0 B := by
    ext (i | i) (j | j) <;> by_cases hij : i = j <;> simp [kramersH, one_apply, hij]
  have hone : ((ε : ℂ) • (1 : Matrix (n ⊕ n) (n ⊕ n) ℂ)) *ᵥ ψ = (ε : ℂ) • ψ := by
    funext i
    simp [mulVec, dotProduct, one_apply]
  have h0 : kramersH 0 B *ᵥ ψ = (μ - ε) • ψ := by
    rw [sub_smul, ← h, hsplit, add_mulVec, hone]
    abel
  by_cases hν : μ - ε = 0
  · -- the purely off-diagonal part is injective
    rw [hν, zero_smul] at h0
    have hv : B *ᵥ (ψ ∘ inr) = 0 := by
      funext i
      simpa [kramersH, mulVec, dotProduct, Fintype.sum_sum_type] using congrFun h0 (inl i)
    have hu : B.map star *ᵥ (ψ ∘ inl) = 0 := by
      funext i
      simpa [kramersH, mulVec, dotProduct, Fintype.sum_sum_type] using congrFun h0 (inr i)
    have hdet' : (B.map star).det ≠ 0 := by
      rw [show B.map star = Bᴴᵀ from by ext i j; rfl, det_transpose, det_conjTranspose]
      exact star_ne_zero.mpr hdet
    have hz : ψ = 0 := by
      funext k
      rcases k with i | i
      · exact congrFun (eq_zero_of_mulVec_eq_zero hdet' hu) i
      · exact congrFun (eq_zero_of_mulVec_eq_zero hdet hv) i
    simp [expval, hz]
  · refine expval_eq_zero_of_anticomm
      ((isHermitian_iff 0 B).mpr ⟨isHermitian_zero, hB⟩) ?_ h0 hν
    simp only [kramersH, kramersK, fromBlocks_multiply]
    ext (i | i) (j | j) <;> simp

/-- For `A = ε·1` with real `ε` and `B` antisymmetric with nonzero determinant, no nonzero
eigenvector of `H` is an eigenvector of the Kramers counter. -/
theorem no_common_eigenvector (ε : ℝ) {B : Matrix n n ℂ} (hB : Bᵀ = -B) (hdet : B.det ≠ 0)
    {ψ : n ⊕ n → ℂ} {μ : ℂ} (h : kramersH ((ε : ℂ) • 1) B *ᵥ ψ = μ • ψ) (hψ : ψ ≠ 0)
    (κ : ℂ) : kramersK n *ᵥ ψ ≠ κ • ψ := by
  intro hκ
  have h1 := expval_counter_eq_zero ε hB hdet h
  rw [expval, hκ, dotProduct_smul, smul_eq_mul] at h1
  have hk : κ = 0 := (mul_eq_zero.mp h1).resolve_right
    fun h2 => hψ (dotProduct_star_self_eq_zero.mp h2)
  have hKK : kramersK n * kramersK n = 1 := by simp [kramersK, fromBlocks_multiply]
  apply hψ
  rw [← one_mulVec ψ, ← hKK, ← mulVec_mulVec, hκ, hk, zero_smul, mulVec_zero]

/-- The coupling block `[[0, 1], [-1, 0]]` between two Kramers pairs. -/
def twoPairB : Matrix (Fin 2) (Fin 2) ℂ := !![0, 1; -1, 0]

/-- Two pairs with `A = 0`, `B = [[0, 1], [-1, 0]]`: `H` is time-reversal symmetric, Hermitian,
does not commute with `K`, fixes `((1,0),(0,1))`, and `H ψ = μ ψ` implies `ψ† K ψ = 0`. -/
theorem two_pair_witness :
    TRSymmetric (kramersH 0 twoPairB) ∧ (kramersH 0 twoPairB).IsHermitian ∧
    ¬ Commute (kramersH 0 twoPairB) (kramersK (Fin 2)) ∧
    kramersH 0 twoPairB *ᵥ Sum.elim ![1, 0] ![0, 1] = Sum.elim ![1, 0] ![0, 1] ∧
    ∀ (ψ : Fin 2 ⊕ Fin 2 → ℂ) (μ : ℂ), kramersH 0 twoPairB *ᵥ ψ = μ • ψ →
      expval (kramersK (Fin 2)) ψ = 0 := by
  have hB : twoPairBᵀ = -twoPairB := by
    ext i j
    fin_cases i <;> fin_cases j <;> simp [twoPairB]
  have hdet : twoPairB.det ≠ 0 := by simp [twoPairB, det_fin_two]
  refine ⟨(trSymmetric_iff _).mpr ⟨_, _, rfl⟩,
    (isHermitian_iff _ _).mpr ⟨isHermitian_zero, hB⟩, ?_, ?_, ?_⟩
  · rw [commute_iff]
    intro h
    have h1 := congrFun (congrFun h 0) 1
    simp [twoPairB] at h1
  · funext k
    rcases k with i | i <;> fin_cases i <;>
      simp [kramersH, twoPairB, mulVec, dotProduct, Fintype.sum_sum_type, Fin.sum_univ_succ]
  · intro ψ μ h
    refine expval_counter_eq_zero 0 hB hdet (μ := μ) ?_
    rw [Complex.ofReal_zero, zero_smul]
    exact h

end KramersCounter
```

```lean
#print axioms KramersCounter.commute_one_pair
#print axioms KramersCounter.no_common_eigenvector
```

```
'KramersCounter.commute_one_pair' depends on axioms: [propext, Classical.choice, Quot.sound]
'KramersCounter.no_common_eigenvector' depends on axioms: [propext, Classical.choice, Quot.sound]
```

## Reading the statements

The type `n` indexes the pairs and has $N$ elements. A spinor is a function on `n ⊕ n`, with `inl` for unbarred and `inr` for barred components. On numbers and vectors `star` is conjugation, and `B.map star` is $\bar B$, with no transpose. `timeRev` fixes the sign convention $T(e_j,0)=(0,e_j)$, $T(0,e_j)=(-e_j,0)$. As $T$ is antilinear it is not a complex matrix, so `TRSymmetric` states the commutation on every spinor. `kramersH` is $H(A,B)$, `kramersK` is $K$, and `expval` is the unnormalised $\psi^\dagger O\psi$ for a matrix $O$, which vanishes together with the normalised value when $\psi\neq0$.

`commutator` and `commute_iff` hold for arbitrary $A$ and $B$, Hermitian or not. `expval_eq_zero_of_anticomm` asks nothing of its `K` beyond anticommutation with `M`. `expval_counter_eq_zero` takes any complex `μ` and any solution `ψ`, including zero, whereas `no_common_eigenvector` requires `ψ ≠ 0`. `two_pair_witness` is a conjunction of five facts about the matrix of step 8: time-reversal symmetric, Hermitian, not commuting with $K$, fixing $(1,0,0,1)$, and $\psi^\dagger K\psi=0$ for every solution of $H\psi=\mu\psi$.

## How the proof follows the derivation

In `trSymmetric_iff`, `e1` is $T(e_j,0)=(0,e_j)$, and `k0` expresses the barred columns of $M$ through the unbarred ones, which is step 1. `isHermitian_iff` compares entries block by block. `commute_iff` reads $0=-2B_{ij}$ off the entry at `inl i`, `inr j` of the commutator, and `commute_one_pair` chains the three equivalences with $B_{ii}=-B_{ii}$. In the lemma, `hl` and `adj` are the action of $M$ to the left, `hreal` is $\nu=\bar\nu$, and `h2` and `h3` are the two evaluations of step 5. In `expval_counter_eq_zero`, `hsplit` and `h0` subtract $\varepsilon$, and the case split on `μ - ε = 0` separates the branch with `hv`, `hu` and `hdet'` from the call to the lemma. `no_common_eigenvector` uses `hKK` for $K^2=1$.

One pattern carries over to other identities between $2\times2$ block matrices. Indexing by a sum type, multiplying out with `fromBlocks_multiply` and then calling `ext (i | i) (j | j)` yields one entrywise goal per block. Conclusions of the type "$x=-x$, hence $x=0$" close with an explicit multiplier, as in `linear_combination (1 / 2) * h1`, where Lean checks by ring arithmetic that the goal is that multiple of the hypothesis.

## Scope

The theorems concern a fixed one-particle matrix of finite size in exact arithmetic. The eigenvalue problem has no overlap matrix, so the basis is orthonormal. Time-reversal symmetry is a hypothesis on the matrix and is not derived from a relativistic Hamiltonian. An open-shell noncollinear Kohn–Sham matrix with a magnetisation-dependent potential generally lacks it, and the block form is then not available. Neither self-consistency nor a many-electron counter appears. Kramers degeneracy itself is not among the statements, and what is proved about $K$ is that it commutes with $H$ exactly when $B=0$ and, for $A=\varepsilon\,1$ with real $\varepsilon$ and antisymmetric $B$ with $\det B\neq0$, a vanishing $\langle K\rangle$ and the absence of a common eigenvector, with no time evolution involved. An antisymmetric $B$ has $\det B=(-1)^N\det B$, so the determinant hypothesis is met only for even $N$.

$K$ is tied to the chosen basis of pairs. A basis of Kramers-paired eigenvectors of $H$ has $B=0$ and its own counter commutes with $H$, but when the original $B$ is nonzero that is a different operator, adapted to that one $H$. This remark, the parity of $N$, the norm formula, the mixture $(u,\bar u)/\sqrt2$ for $B=0$ and the examples below are worked on paper and have not been through Lean.

Without Hermiticity the one-pair result fails: $A=0$, $B=1$ is time-reversal symmetric and does not commute with $K$.

Without $\det B\neq0$, take three pairs with $A=0$, $B_{01}=1$, $B_{10}=-1$ and all other entries zero. The unbarred function of pair 2 is an eigenvector of $H$ with eigenvalue 0 and of $K$ with eigenvalue 1, although $B\neq0$.

Without scalar $A$, take $A=\mathrm{diag}(4,-4)$ and $B_{01}=3$, $B_{10}=-3$. Then $\psi=(3,0,0,1)/\sqrt{10}$ has eigenvalue 5 and $\langle K\rangle=4/5$. Its partner $T\psi=(0,-1,3,0)/\sqrt{10}$ has the same eigenvalue and $\langle K\rangle=-4/5$, and $(\psi+T\psi)/\sqrt2$ has $\langle K\rangle=0$. An eigensolver may return any orthonormal pair in this level, so a label taken from the sign of $\langle K\rangle$ depends on that choice.
